# The mean growth energy of a positive random weight is at least the growth energy of its mean

A diffusion Monte Carlo run can yield an energy from the rate at which its walker population grows or decays. If the energy is computed separately for each block of the run and the block energies are then averaged, the answer lies on average above the energy of the mean block weight whenever the block weights fluctuate. Adding more blocks of the same length shrinks the error bar, but it leaves the expected value where it was, so the run settles on the shifted energy with growing confidence. The excess arises because the logarithm is taken before the average.

For positive weights with finitely many possible values, the results below give the sign of this excess, the condition under which it vanishes, and an upper bound in terms of the variance of the weight.

## Weights and their energies

Let a block of imaginary time t end in one of finitely many outcomes i, with probability pᵢ > 0 and accumulated weight Wᵢ > 0. The probabilities add up to one. In Lean the outcomes form a finite type `ι`, and `p` and `W` are real functions on it.

```lean
import Mathlib

open Finset

namespace GrowthEstimatorBias

noncomputable section

variable {ι : Type*} [Fintype ι] {p W : ι → ℝ} {t : ℝ}
```

The mean of an observable X is

⟨X⟩ = Σᵢ pᵢ Xᵢ.

```lean
/-- The mean of an observable `X` over finitely many outcomes with probabilities `p`. -/
def mean (p X : ι → ℝ) : ℝ := ∑ i, p i * X i
```

The definition accepts any real `p`. Positivity and normalisation enter as the hypotheses `hp` and `h1` of the theorems.

With ħ = 1, a weight that behaves as w = exp(−tε) corresponds to the energy

ε = −(1/t) log w.

```lean
/-- The growth estimator of the energy from a weight `w > 0` accumulated over an
imaginary time `t ≠ 0`. -/
def growthEnergy (t w : ℝ) : ℝ := -(1 / t) * Real.log w
```

Textbooks usually add the trial energy E_T and write E_T − (1/t) log w. Here `growthEnergy` is measured from the trial energy. The letter t stands for the length of the whole block, not for a single time step.

Write m = ⟨W⟩ for the mean weight. The bias is the difference between the two orders of operation:

b = ⟨−(1/t) log W⟩ − (−(1/t) log m).

```lean
/-- The bias of the growth estimator: the mean of the estimated energies minus the energy
obtained from the mean weight, for positive weights and `t ≠ 0`. -/
def growthBias (t : ℝ) (p W : ι → ℝ) : ℝ :=
  mean p (fun i => growthEnergy t (W i)) - growthEnergy t (mean p W)
```

The reference value is thus the energy of the mean weight. Identifying it with the ground-state energy is a further physical step, which the hypotheses do not supply: the mean weight must equal exp(−t(E₀ − E_T)), where E₀ is the ground-state energy. In practice this calls for excited states to have been projected out before the block begins, and for a negligible time-step error.

## The bias as a mean of nonnegative terms

The ratio W/m will be needed, so m must be positive. Every term pᵢWᵢ is positive, and there is at least one term because the probabilities add up to one. Hence m > 0.

```lean
/-- With positive probabilities of total one, a positive weight has a positive mean. -/
theorem mean_pos (hp : ∀ i, 0 < p i) (h1 : ∑ i, p i = 1) (hW : ∀ i, 0 < W i) :
    0 < mean p W := by
  rcases isEmpty_or_nonempty ι with h | h
  · simp at h1
  · exact Finset.sum_pos (fun i _ => mul_pos (hp i) (hW i)) Finset.univ_nonempty
```

The case split in the proof follows this argument: an empty set of outcomes would give total probability zero, contradicting `h1`.

Now set xᵢ = Wᵢ/m. Multiplying the bias by t gives

t b = log m − Σᵢ pᵢ log Wᵢ.

On the other side, log xᵢ = log Wᵢ − log m, so

Σᵢ pᵢ (xᵢ − 1 − log xᵢ)
= m/m − 1 − Σᵢ pᵢ log Wᵢ + log m
= log m − Σᵢ pᵢ log Wᵢ.

The two agree:

t b = ⟨x − 1 − log x⟩.

```lean
/-- For positive probabilities of total one, positive weights and `t ≠ 0`, the bias times `t`
is the mean of `x - 1 - log x`, where `x` is the weight divided by its mean. -/
theorem mul_growthBias (ht : t ≠ 0) (hp : ∀ i, 0 < p i) (h1 : ∑ i, p i = 1)
    (hW : ∀ i, 0 < W i) :
    t * growthBias t p W =
      mean p (fun i => W i / mean p W - 1 - Real.log (W i / mean p W)) := by
  have hm := mean_pos hp h1 hW
  have hmW : ∑ i, p i * W i = mean p W := rfl
  have hE : mean p (fun i => growthEnergy t (W i)) =
      -(1 / t) * ∑ i, p i * Real.log (W i) := by
    simp only [mean, growthEnergy, Finset.mul_sum]
    exact Finset.sum_congr rfl fun i _ => by ring
  -- split the logarithm of the ratio and sum term by term
  have hgap : ∀ m : ℝ, 0 < m →
      ∑ i, p i * (W i / m - 1 - Real.log (W i / m)) =
        (∑ i, p i * W i) / m - ∑ i, p i - ∑ i, p i * Real.log (W i)
          + (∑ i, p i) * Real.log m := by
    intro m hm
    rw [Finset.sum_div, Finset.sum_mul, ← Finset.sum_sub_distrib,
      ← Finset.sum_sub_distrib, ← Finset.sum_add_distrib]
    refine Finset.sum_congr rfl fun i _ => ?_
    rw [Real.log_div (hW i).ne' hm.ne']
    ring
  have hR : mean p (fun i => W i / mean p W - 1 - Real.log (W i / mean p W)) =
      mean p W / mean p W - 1 - ∑ i, p i * Real.log (W i) + Real.log (mean p W) := by
    have h := hgap (mean p W) hm
    rw [h1, hmW, one_mul] at h
    exact h
  have htt : t * (1 / t) = 1 := mul_one_div_cancel ht
  rw [hR, div_self hm.ne', growthBias, hE, growthEnergy]
  linear_combination (Real.log (mean p W) - ∑ i, p i * Real.log (W i)) * htt
```

In the proof, `hE` takes the factor −1/t out of the averaged energies. The step `hgap` splits the logarithm of the ratio and sums term by term for an arbitrary positive m, and `hR` inserts the mean weight and the normalisation. The closing `linear_combination` uses t · (1/t) = 1 to match the two expressions. The identity holds for either sign of t, as long as t ≠ 0 and the stated assumptions on the probabilities and weights hold.

## The sign of the bias

The function f(x) = x − 1 − log x has derivative 1 − 1/x, which is negative for 0 < x < 1 and positive for x > 1. Its minimum is therefore f(1) = 0, so

log x ≤ x − 1 for x > 0, with equality only at x = 1.

Every term in the identity is nonnegative. Hence t b ≥ 0, and b ≥ 0 because t > 0.

```lean
/-- For positive probabilities of total one, positive weights and `t > 0`, the bias of the
growth estimator is never negative. -/
theorem growthBias_nonneg (ht : 0 < t) (hp : ∀ i, 0 < p i) (h1 : ∑ i, p i = 1)
    (hW : ∀ i, 0 < W i) : 0 ≤ growthBias t p W := by
  have hm := mean_pos hp h1 hW
  refine (mul_nonneg_iff_of_pos_left ht).1 ?_
  rw [mul_growthBias ht.ne' hp h1 hW]
  refine Finset.sum_nonneg fun i _ => mul_nonneg (hp i).le ?_
  have := Real.log_le_sub_one_of_pos (div_pos (hW i) hm)
  linarith
```

Mathlib supplies the logarithm inequality as `Real.log_le_sub_one_of_pos`. The proof applies it to each ratio and multiplies by the probability.

If b = 0, a sum of nonnegative terms vanishes. Should some outcome k have Wₖ ≠ m, then xₖ ≠ 1 and its term pₖ(xₖ − 1 − log xₖ) would be strictly positive, which is impossible. So every weight equals m. Conversely, if all weights are equal, their common value is m, every ratio is 1, and every term is zero. Therefore

b = 0 exactly when Wᵢ = Wⱼ for all i and j.

```lean
/-- For positive probabilities of total one, positive weights and `t ≠ 0`, the bias vanishes
exactly when all outcomes carry the same weight. -/
theorem growthBias_eq_zero_iff (ht : t ≠ 0) (hp : ∀ i, 0 < p i) (h1 : ∑ i, p i = 1)
    (hW : ∀ i, 0 < W i) : growthBias t p W = 0 ↔ ∀ i j, W i = W j := by
  have hm := mean_pos hp h1 hW
  have hs := mul_growthBias ht hp h1 hW
  constructor
  · intro h
    rw [h, mul_zero] at hs
    -- a single weight away from the mean would make the bias nonzero
    have hall : ∀ k, W k = mean p W := by
      intro k
      by_contra hk
      have hx : W k / mean p W ≠ 1 := fun e => hk ((div_eq_one_iff_eq hm.ne').1 e)
      refine absurd hs (ne_of_lt ?_)
      refine Finset.sum_pos' (fun i _ => mul_nonneg (hp i).le ?_)
        ⟨k, Finset.mem_univ k, mul_pos (hp k) ?_⟩
      · have := Real.log_le_sub_one_of_pos (div_pos (hW i) hm)
        linarith
      · have := Real.log_lt_sub_one_of_pos (div_pos (hW k) hm) hx
        linarith
    intro i j
    rw [hall i, hall j]
  · intro h
    have hall : ∀ k, W k = mean p W := by
      intro k
      calc W k = (∑ i, p i) * W k := by rw [h1, one_mul]
        _ = mean p W := by
          rw [Finset.sum_mul]
          exact Finset.sum_congr rfl fun i _ => by rw [h k i]
    apply mul_left_cancel₀ ht
    rw [hs, mul_zero]
    refine Finset.sum_eq_zero fun i _ => ?_
    have hx : W i / mean p W = 1 := by
      rw [← hall i]
      exact div_self (hW i).ne'
    simp [hx]
```

The two directions of `constructor` are these two arguments. In the first, `Finset.sum_pos'` turns one strictly positive term among nonnegative ones into a positive sum. This is where strict positivity of the probabilities matters: if the deviating weights all had probability zero, the bias would vanish although the weights were not all equal.

Combining the sign with the equality condition gives

−(1/t) log⟨W⟩ ≤ ⟨−(1/t) log W⟩,

with strict inequality as soon as two outcomes carry different weights.

```lean
/-- For positive probabilities of total one, positive weights and `t > 0`, the mean growth
energy is at least the growth energy of the mean weight, and strictly larger if two outcomes
have different weights. -/
theorem growth_estimator_bias (ht : 0 < t) (hp : ∀ i, 0 < p i) (h1 : ∑ i, p i = 1)
    (hW : ∀ i, 0 < W i) :
    growthEnergy t (mean p W) ≤ mean p (fun i => growthEnergy t (W i)) ∧
      ((∃ i j, W i ≠ W j) →
        growthEnergy t (mean p W) < mean p (fun i => growthEnergy t (W i))) := by
  have h0 := growthBias_nonneg ht hp h1 hW
  refine ⟨sub_nonneg.1 h0, ?_⟩
  rintro ⟨i, j, hij⟩
  have hne : 0 ≠ growthBias t p W := fun e =>
    hij ((growthBias_eq_zero_iff ht.ne' hp h1 hW).1 e.symm i j)
  exact sub_pos.1 (lt_of_le_of_ne h0 hne)
```

The statement `growth_estimator_bias` is a conjunction: first the inequality, then the implication from `∃ i j, W i ≠ W j` to the strict inequality. For a single outcome that premise is false, and the two energies coincide. The proof reads the first part off the nonnegative bias and obtains the second by excluding zero. Mathematically this is Jensen's inequality for one function, the logarithm, and a finite distribution.

## How weight fluctuations limit the bias

Suppose the weights have a floor, Wᵢ ≥ c > 0. Any positive lower bound will do, and the smallest weight a block can accumulate gives the sharpest result. Finitely many positive weights always have such a floor. Applying the logarithm inequality to 1/x gives

−log x = log(1/x) ≤ 1/x − 1,

and therefore

xᵢ − 1 − log xᵢ ≤ xᵢ + 1/xᵢ − 2 = (Wᵢ − m)²/(m Wᵢ) ≤ (Wᵢ − m)²/(m c).

Averaging over the outcomes and dividing by t yields

b ≤ Var(W)/(t m c), where Var(W) = ⟨(W − m)²⟩.

```lean
/-- For positive probabilities of total one, `t > 0` and weights bounded below by `c > 0`, the
bias is at most the variance of the weight divided by `t`, the mean weight and `c`. -/
theorem growthBias_le_variance {c : ℝ} (ht : 0 < t) (hp : ∀ i, 0 < p i)
    (h1 : ∑ i, p i = 1) (hc : 0 < c) (hcW : ∀ i, c ≤ W i) :
    growthBias t p W ≤
      mean p (fun i => (W i - mean p W) ^ 2) / (t * (mean p W * c)) := by
  have hW : ∀ i, 0 < W i := fun i => hc.trans_le (hcW i)
  have hm := mean_pos hp h1 hW
  have key : t * growthBias t p W ≤
      mean p (fun i => (W i - mean p W) ^ 2) / (mean p W * c) := by
    rw [mul_growthBias ht.ne' hp h1 hW]
    generalize mean p W = m at hm ⊢
    simp only [mean, Finset.sum_div]
    refine Finset.sum_le_sum fun i _ => ?_
    rw [mul_div_assoc]
    refine mul_le_mul_of_nonneg_left ?_ (hp i).le
    -- the logarithm inequality for the inverse ratio
    have hl := Real.log_le_sub_one_of_pos (div_pos hm (hW i))
    have hinv : Real.log (m / W i) = -Real.log (W i / m) := by
      rw [← Real.log_inv, inv_div]
    have hci := hcW i
    have hWi := hW i
    calc W i / m - 1 - Real.log (W i / m) ≤ W i / m - 1 + (m / W i - 1) := by linarith
      _ = (W i - m) ^ 2 / (m * W i) := by
        have hm0 := hm.ne'
        have hW0 := hWi.ne'
        field_simp
        ring
      _ ≤ (W i - m) ^ 2 / (m * c) := by gcongr
  calc growthBias t p W = t * growthBias t p W / t := (mul_div_cancel_left₀ _ ht.ne').symm
    _ ≤ mean p (fun i => (W i - mean p W) ^ 2) / (mean p W * c) / t :=
      div_le_div_of_nonneg_right key ht.le
    _ = _ := by rw [div_div, mul_comm (mean p W * c) t]
```

The inner `calc` is the chain above, with `field_simp` and `ring` handling the algebra of the middle equality and `gcongr` replacing Wᵢ by its floor. The line with `generalize` gives the mean weight the plain name `m`, so that unfolding the outer averages leaves it intact. The outer `calc` divides by t.

In an actual calculation, let a run produce B independent block weights w₁, …, w_B, each distributed as W. Averaging the B block energies gives an expected excess of b, whatever B is. Averaging the weights first gives

A = (w₁ + … + w_B)/B,

followed by a single logarithm. This A is again a positive random weight with finitely many outcomes. It has mean m, floor c and variance Var(W)/B, so the variance bound applied to A limits its bias to

Var(W)/(B t m c).

Take t = 1 in inverse energy units and let W be 1/2 or 3/2 with equal probability. Then m = 1, and the energy of the mean weight is 0. The averaged block energies have expectation −½ log(3/4) ≈ 0.144 for every B. With Var(W) = 1/4 and c = 1/2, the bound for the logarithm of the averaged weight is 0.5/B, or 0.005 for a hundred blocks. When blocks are correlated, the variance of A itself takes the place of Var(W)/B.

## Shifting the trial energy

Population control in diffusion Monte Carlo adjusts the trial energy to keep the number of walkers near a target. Suppose that the walkers carry continuous weights and do not branch within the block. Raising the trial energy by a fixed amount E over the whole block then multiplies every weight by exp(tE). The mean weight acquires the same factor, so

exp(tE) Wᵢ / (exp(tE) m) = Wᵢ/m.

The identity for t b contains only these ratios, and the bias is unchanged.

```lean
/-- For positive probabilities of total one, positive weights and `t ≠ 0`, a shift `E` of the
trial energy, which multiplies every weight by `exp (t * E)`, leaves the bias unchanged. -/
theorem growthBias_trial_energy_shift (E : ℝ) (ht : t ≠ 0) (hp : ∀ i, 0 < p i)
    (h1 : ∑ i, p i = 1) (hW : ∀ i, 0 < W i) :
    growthBias t p (fun i => Real.exp (t * E) * W i) = growthBias t p W := by
  have hW' : ∀ i, 0 < (fun i => Real.exp (t * E) * W i) i :=
    fun i => mul_pos (Real.exp_pos _) (hW i)
  have hmean : mean p (fun i => Real.exp (t * E) * W i) =
      Real.exp (t * E) * mean p W := by
    simp only [mean, Finset.mul_sum]
    exact Finset.sum_congr rfl fun i _ => by ring
  -- only the ratios of weights to their mean enter the bias
  apply mul_left_cancel₀ ht
  rw [mul_growthBias ht hp h1 hW', mul_growthBias ht hp h1 hW]
  simp only [hmean, mul_div_mul_left _ _ (Real.exp_pos (t * E)).ne']

end

end GrowthEstimatorBias
```

The step `hmean` takes the common factor out of the mean. The identity is then applied to both sets of weights, and `mul_div_mul_left` cancels the factor in each ratio. The letter `E` denotes the shift, not an estimated energy.

For such weights, a constant shift of the trial energy therefore cannot remove the bias. If walkers are instead copied and deleted with probabilities set by the trial energy, the shift changes the probabilities of the outcomes, and the theorem does not apply. The theorem requires the same `E` for every outcome, whereas feedback that reacts to the current population makes the factor depend on i and can change the ratios. The weights must also be positive, which excludes a population that dies out and the signed weights that occur in fermionic simulations without a fixed-node constraint.

```lean
#print axioms GrowthEstimatorBias.growth_estimator_bias
-- 'GrowthEstimatorBias.growth_estimator_bias' depends on axioms: [propext, Classical.choice, Quot.sound]
#print axioms GrowthEstimatorBias.growthBias_le_variance
-- 'GrowthEstimatorBias.growthBias_le_variance' depends on axioms: [propext, Classical.choice, Quot.sound]
#print axioms GrowthEstimatorBias.growthBias_trial_energy_shift
-- 'GrowthEstimatorBias.growthBias_trial_energy_shift' depends on axioms: [propext, Classical.choice, Quot.sound]
```
